# Harmonic Ritz values of a Hermitian matrix stay out of a spectral gap around the target

**Q:** My Hermitian matrix has eigenvalues \(-1\) and \(3\) and nothing between them. Rayleigh–Ritz on a poor trial vector, an equal mixture of the two eigenvectors, gives me \(1\). That looks like an eigenvalue in the middle of the gap, and there is none. Why would a harmonic Ritz value behave any better?

**A:** Because it satisfies a different orthogonality condition. Call the operator \(T\), the trial vector \(y\neq0\), the approximate eigenvalue \(\theta\) and the target \(\sigma\). Ordinary Rayleigh–Ritz on the span of \(y\) makes the residual \(Ty-\theta y\) orthogonal to \(y\). The harmonic version makes it orthogonal to \(z=Ty-\sigma y\). If no eigenvalue lies in the open interval \((a,b)\), and \(\sigma\) does lie in it, then \(\theta\) is real and outside \((a,b)\). For your vector and \(\sigma=0\) the harmonic value is \(5\).

**Q:** The condition allows a complex \(\theta\). Where does reality come from?

**A:** From the symmetry of \(T-\sigma\), which makes \(s=\langle z,y\rangle\) real. Since \(Ty-\theta y=z-(\theta-\sigma)y\), orthogonality to \(z\) reads
\[
\|z\|^2=(\theta-\sigma)\,s .
\]
The target is not an eigenvalue, so \(z\neq0\). Hence \(s\neq0\), and \(t=\theta-\sigma=\|z\|^2/s\) is real, with \(ts=\|z\|^2>0\).

**Q:** And what keeps it out of the gap?

**A:** Two inequalities. Take an orthonormal eigenbasis \(e_i\) with eigenvalues \(l_i\). Then
\[
\mathrm{Re}\,\langle (T-a)y,(T-b)y\rangle=\sum_i (l_i-a)(l_i-b)\,|\langle e_i,y\rangle|^2\ \ge 0,
\]
because every \(l_i\) is at most \(a\) or at least \(b\). Write \(\alpha=a-\sigma<0\) and \(\beta=b-\sigma>0\). In terms of \(z\) the same inequality is
\[
ts-(\alpha+\beta)s+\alpha\beta\|y\|^2\ge0 .
\]
Multiply by \(ts>0\):
\[
t^2s^2-(\alpha+\beta)ts^2+\alpha\beta\,ts\|y\|^2\ge0 .
\]
Cauchy–Schwarz gives \(s^2\le\|z\|^2\|y\|^2=ts\|y\|^2\). Since \(\alpha\beta<0\), the last term is at most \(\alpha\beta s^2\), and therefore
\[
s^2(t-\alpha)(t-\beta)\ge0 .
\]
So \(t\le\alpha\) or \(t\ge\beta\), which means \(\theta\le a\) or \(\theta\ge b\).

**Q:** I accept the algebra. Now convince me that the Lean version is about the same objects. What is the space?

**A:** `E` is a complex inner product space, and its inner product is conjugate-linear in the first argument.

```lean
import Mathlib

open scoped InnerProductSpace ComplexConjugate

namespace HarmonicRitz

variable {E : Type*} [NormedAddCommGroup E] [InnerProductSpace ℂ E]
```

**Q:** In practice I have a trial subspace, not a single vector.

**A:** The subspace is `K` in the definition below. A pair `(θ, y)` qualifies if `y` is a nonzero vector of `K` and its residual is orthogonal to \((T-\sigma)w\) for every \(w\) in `K`. The target `σ` is real, while `θ` is left complex, so that reality has to be proved.

```lean
/-- A harmonic Ritz pair `(θ, y)` of `T` with target `σ` on the trial space `K`: a nonzero
vector `y` of `K` whose residual `T y - θ y` is orthogonal to `(T - σ) K`. -/
def IsHarmonicRitzPair (T : E →ₗ[ℂ] E) (σ : ℝ) (K : Submodule ℂ E) (θ : ℂ) (y : E) : Prop :=
  y ∈ K ∧ y ≠ 0 ∧ ∀ w ∈ K, ⟪T w - (σ : ℂ) • w, T y - θ • y⟫_ℂ = 0
```

**Q:** Does that guarantee that such a pair exists?

**A:** No, and sometimes there is none. With eigenvalues \(-1\) and \(1\), an equal mixture \(y\) and target \(0\), we get \(\langle Ty,y\rangle=0\) although \(Ty\neq0\), so no \(\theta\) satisfies the condition on the span of \(y\). The theorems speak about pairs that you have found.

**Q:** How is the gap expressed? I see only real numbers `μ` in it.

**A:** The hypothesis `hgap` says that each real eigenvalue `μ` satisfies `μ ≤ a ∨ b ≤ μ`. Nothing is missed, because `T.IsSymmetric`, meaning \(\langle Tx,y\rangle=\langle x,Ty\rangle\), excludes non-real eigenvalues. The endpoints may be eigenvalues themselves. `FiniteDimensional ℂ E` supplies the eigenbasis and restricts the result to matrices; an operator with continuous spectrum would need a different argument.

The first lemma is the eigenbasis inequality. Its proof inserts the resolution of the identity with `e.sum_inner_mul_inner`. Then `h1` and `h2` compute the two factors, `h3` combines them into \((l_i-a)(l_i-b)\) times a squared modulus, and the two cases of `hgap` give the sign.

```lean
/-- If a Hermitian operator on a finite-dimensional space has no eigenvalue strictly between `a` and
`b`, where `a ≤ b`, then the quadratic form of `(T - a)(T - b)` is nonnegative. -/
theorem gap_form_nonneg [FiniteDimensional ℂ E] {T : E →ₗ[ℂ] E} (hT : T.IsSymmetric)
    {a b : ℝ} (hab : a ≤ b)
    (hgap : ∀ μ : ℝ, Module.End.HasEigenvalue T (μ : ℂ) → μ ≤ a ∨ b ≤ μ) (y : E) :
    0 ≤ (⟪T y - (a : ℂ) • y, T y - (b : ℂ) • y⟫_ℂ).re := by
  -- an orthonormal eigenbasis
  obtain ⟨e, l, he⟩ : ∃ (e : OrthonormalBasis (Fin (Module.finrank ℂ E)) ℂ E)
      (l : Fin (Module.finrank ℂ E) → ℝ), ∀ i, T (e i) = (l i : ℂ) • e i :=
    ⟨hT.eigenvectorBasis rfl, hT.eigenvalues rfl, fun i => hT.apply_eigenvectorBasis rfl i⟩
  rw [← e.sum_inner_mul_inner, Complex.re_sum]
  refine Finset.sum_nonneg fun i _ => ?_
  have h1 : ∀ c : ℝ, ⟪e i, T y - (c : ℂ) • y⟫_ℂ = ((l i - c : ℝ) : ℂ) * ⟪e i, y⟫_ℂ := by
    intro c
    rw [inner_sub_right, ← hT (e i) y, he, inner_smul_left, inner_smul_right,
      Complex.conj_ofReal]
    push_cast
    ring
  have h2 : ⟪T y - (a : ℂ) • y, e i⟫_ℂ = ((l i - a : ℝ) : ℂ) * conj ⟪e i, y⟫_ℂ := by
    rw [← inner_conj_symm, h1, map_mul, Complex.conj_ofReal]
  -- each eigenvector contributes `(l - a)(l - b)` times a weight
  have h3 : ⟪T y - (a : ℂ) • y, e i⟫_ℂ * ⟪e i, T y - (b : ℂ) • y⟫_ℂ
      = (((l i - a) * (l i - b) * Complex.normSq ⟪e i, y⟫_ℂ : ℝ) : ℂ) := by
    rw [h1, h2, Complex.ofReal_mul, Complex.ofReal_mul, Complex.normSq_eq_conj_mul_self]
    ring
  rw [h3, Complex.ofReal_re]
  refine mul_nonneg ?_ (Complex.normSq_nonneg _)
  have hev : Module.End.HasEigenvalue T (l i : ℂ) :=
    Module.End.hasEigenvalue_of_hasEigenvector
      ⟨Module.End.mem_eigenspace_iff.2 (he i), e.orthonormal.ne_zero i⟩
  rcases hgap (l i) hev with h | h
  · exact mul_nonneg_of_nonpos_of_nonpos (by linarith) (by linarith)
  · exact mul_nonneg (by linarith) (by linarith)
```

**Q:** Then the main theorem should follow your derivation line by line.

**A:** It does, with one shift of notation: the `t` in its conclusion is \(\theta\) itself, whereas the `t` inside the proof is \(\theta-\sigma\), as above. That is why the proof finally supplies `σ + t`.

The step `hz0` shows \(z\neq0\), `hsym` makes \(s\) real, and the rewritten `h` is the orthogonality condition. From it come `hs0`, which is \(s\neq0\), and `hts`, which is \(\|z\|^2=ts\). Cauchy–Schwarz is `hcs`. The expansion `hexp` puts the gap inequality in terms of \(t\), \(s\) and \(\|y\|\), and `key` is the final product inequality. A value strictly inside the gap would make that product negative, which `linarith` refutes.

```lean
/-- Let a Hermitian operator `T` on a finite-dimensional space have no eigenvalue in the open
interval `(a, b)`, and let the target `σ` lie in it. If `y` is nonzero and `T y - θ y` is orthogonal
to `(T - σ) y`, then `θ` is real and lies outside `(a, b)`. -/
theorem harmonic_value_avoids_gap [FiniteDimensional ℂ E] {T : E →ₗ[ℂ] E}
    (hT : T.IsSymmetric) {a b σ : ℝ} (ha : a < σ) (hb : σ < b)
    (hgap : ∀ μ : ℝ, Module.End.HasEigenvalue T (μ : ℂ) → μ ≤ a ∨ b ≤ μ)
    {y : E} (hy : y ≠ 0) {θ : ℂ} (h : ⟪T y - (σ : ℂ) • y, T y - θ • y⟫_ℂ = 0) :
    ∃ t : ℝ, θ = (t : ℂ) ∧ (t ≤ a ∨ b ≤ t) := by
  obtain ⟨z, hz⟩ : ∃ z, z = T y - (σ : ℂ) • y := ⟨_, rfl⟩
  have hTy : T y = z + (σ : ℂ) • y := by rw [hz, sub_add_cancel]
  -- the target is not an eigenvalue, so `z` does not vanish
  have hz0 : z ≠ 0 := by
    intro h0
    have h1 : T y = (σ : ℂ) • y := by rw [hTy, h0, zero_add]
    have h2 : Module.End.HasEigenvalue T (σ : ℂ) :=
      Module.End.hasEigenvalue_of_hasEigenvector ⟨Module.End.mem_eigenspace_iff.2 h1, hy⟩
    rcases hgap σ h2 with h3 | h3 <;> linarith
  have hn : ∀ x : E, ⟪x, x⟫_ℂ = ((‖x‖ ^ 2 : ℝ) : ℂ) := by
    intro x
    rw [Complex.ofReal_pow]
    exact inner_self_eq_norm_sq_to_K x
  have hsym : ⟪y, z⟫_ℂ = ⟪z, y⟫_ℂ := by
    rw [hz, inner_sub_right, inner_sub_left, hT y y, inner_smul_left, inner_smul_right,
      Complex.conj_ofReal]
  obtain ⟨s, hs⟩ : ∃ s : ℝ, ⟪z, y⟫_ℂ = (s : ℂ) :=
    ⟨_, (Complex.conj_eq_iff_re.1 ((inner_conj_symm y z).trans hsym)).symm⟩
  have hs' : ⟪y, z⟫_ℂ = (s : ℂ) := hsym.trans hs
  -- the orthogonality condition reads `‖z‖² = (θ - σ) s`
  have hr : T y - θ • y = z - (θ - (σ : ℂ)) • y := by rw [hTy]; module
  rw [← hz, hr, inner_sub_right, inner_smul_right, hs, hn] at h
  have hs0 : s ≠ 0 := fun h0 => hz0 (by simpa [h0] using h)
  have hsC : (s : ℂ) ≠ 0 := Complex.ofReal_ne_zero.2 hs0
  obtain ⟨t, ht⟩ : ∃ t : ℝ, θ = (σ : ℂ) + (t : ℂ) := by
    refine ⟨‖z‖ ^ 2 / s, mul_right_cancel₀ hsC ?_⟩
    rw [Complex.ofReal_div, add_mul, div_mul_cancel₀ _ hsC]
    linear_combination -h
  have hts : ‖z‖ ^ 2 = t * s := by
    apply Complex.ofReal_injective
    rw [ht] at h
    rw [Complex.ofReal_mul]
    linear_combination h
  have hpos : 0 < t * s := by
    rw [← hts]
    exact pow_pos (norm_pos_iff.2 hz0) 2
  -- Cauchy-Schwarz for `z` and `y`
  have hcs : s ^ 2 ≤ t * s * ‖y‖ ^ 2 := by
    have h1 := norm_inner_le_norm (𝕜 := ℂ) z y
    rw [hs, Complex.norm_real, Real.norm_eq_abs] at h1
    have h2 := pow_le_pow_left₀ (abs_nonneg s) h1 2
    rwa [sq_abs, mul_pow, hts] at h2
  -- the gap inequality in terms of `t`, `s` and the norm of `y`
  have hg := gap_form_nonneg hT (ha.trans hb).le hgap y
  have e1 : ∀ c : ℝ, T y - (c : ℂ) • y = z - ((c - σ : ℝ) : ℂ) • y := by
    intro c
    rw [hTy]
    push_cast
    module
  have hexp : ⟪T y - (a : ℂ) • y, T y - (b : ℂ) • y⟫_ℂ
      = ((‖z‖ ^ 2 - (a - σ + (b - σ)) * s + (a - σ) * (b - σ) * ‖y‖ ^ 2 : ℝ) : ℂ) := by
    rw [e1 a, e1 b]
    simp only [inner_sub_left, inner_sub_right, inner_smul_left, inner_smul_right,
      Complex.conj_ofReal, hs, hs', hn]
    push_cast
    ring
  rw [hexp, Complex.ofReal_re, hts] at hg
  have key : 0 ≤ s ^ 2 * ((t - (a - σ)) * (t - (b - σ))) := by
    have h1 := mul_nonneg hpos.le hg
    have h2 := mul_nonneg (mul_nonneg (sub_nonneg.2 ha.le) (sub_nonneg.2 hb.le))
      (sub_nonneg.2 hcs)
    linarith
  refine ⟨σ + t, by rw [ht, Complex.ofReal_add], ?_⟩
  by_contra hc
  rw [not_or, not_le, not_le] at hc
  have h3 : 0 < s ^ 2 * ((t - (a - σ)) * ((b - σ) - t)) :=
    mul_pos (by positivity) (mul_pos (by linarith [hc.1]) (by linarith [hc.2]))
  linarith
```

**Q:** Do I really need the target strictly inside? Suppose I set \(\sigma=a\).

**A:** Then it can fail. Take the one-dimensional space \(\mathbb{C}\), let \(T\) be multiplication by \(a\), and choose any \(b>a\). There is no eigenvalue in \((a,b)\), but with \(\sigma=a\) we get \(z=0\) for every \(y\). Every complex \(\theta\) then meets the orthogonality condition, including \(\theta=i\) and the midpoint of the gap. The example shows that the target must not be an eigenvalue, and the strict inequalities `ha` and `hb`, together with `hgap`, ensure this.

**Q:** And the subspace version?

**A:** It needs only one test vector. Since \(y\) itself belongs to `K`, choose \(w=y\) in the definition and apply the theorem. The dimension and quality of `K` play no part.

```lean
/-- Let a Hermitian operator on a finite-dimensional space have no eigenvalue in the open interval
`(a, b)`, and let the target `σ` lie in it. Then every harmonic Ritz value, on any trial space, is
real and lies outside `(a, b)`. -/
theorem IsHarmonicRitzPair.avoids_gap [FiniteDimensional ℂ E] {T : E →ₗ[ℂ] E}
    (hT : T.IsSymmetric) {a b σ : ℝ} (ha : a < σ) (hb : σ < b)
    (hgap : ∀ μ : ℝ, Module.End.HasEigenvalue T (μ : ℂ) → μ ≤ a ∨ b ≤ μ)
    {K : Submodule ℂ E} {θ : ℂ} {y : E} (h : IsHarmonicRitzPair T σ K θ y) :
    ∃ t : ℝ, θ = (t : ℂ) ∧ (t ≤ a ∨ b ≤ t) :=
  harmonic_value_avoids_gap hT ha hb hgap h.2.1 (h.2.2 y h.1)
```

**Q:** I usually see this with target zero and all eigenvalues of modulus at least \(\delta\).

**A:** That is the case \(a=-\delta\), \(b=\delta\), \(\sigma=0\). The residual is then orthogonal to \(Ty\), and the conclusion reads `θ.im = 0 ∧ δ ≤ ‖θ‖`, where the norm is the complex modulus. The proof splits \(|\mu|\ge\delta\) into the two sides of the gap, calls the main theorem, and translates the answer back.

```lean
/-- If all eigenvalues of a Hermitian operator `T` on a finite-dimensional space have modulus at
least `δ > 0`, and `T y - θ y` is orthogonal to `T y` for a nonzero `y`, then `θ` is real and has
modulus at least `δ`. -/
theorem harmonic_value_symmetric_gap [FiniteDimensional ℂ E] {T : E →ₗ[ℂ] E}
    (hT : T.IsSymmetric) {δ : ℝ} (hδ : 0 < δ)
    (hgap : ∀ μ : ℝ, Module.End.HasEigenvalue T (μ : ℂ) → δ ≤ |μ|)
    {y : E} (hy : y ≠ 0) {θ : ℂ} (h : ⟪T y, T y - θ • y⟫_ℂ = 0) :
    θ.im = 0 ∧ δ ≤ ‖θ‖ := by
  have hgap' : ∀ μ : ℝ, Module.End.HasEigenvalue T (μ : ℂ) → μ ≤ -δ ∨ δ ≤ μ := by
    intro μ hμ
    rcases le_abs.1 (hgap μ hμ) with h1 | h1
    · exact Or.inr h1
    · exact Or.inl (by linarith)
  have h0 : ⟪T y - ((0 : ℝ) : ℂ) • y, T y - θ • y⟫_ℂ = 0 := by
    rw [Complex.ofReal_zero, zero_smul, sub_zero]
    exact h
  obtain ⟨t, rfl, ht⟩ := harmonic_value_avoids_gap hT (neg_lt_zero.2 hδ) hδ hgap' hy h0
  refine ⟨Complex.ofReal_im t, ?_⟩
  rw [Complex.norm_real, Real.norm_eq_abs]
  rcases ht with h1 | h1
  · exact le_abs.2 (Or.inr (by linarith))
  · exact le_abs.2 (Or.inl h1)
```

**Q:** Is my original failure in there too?

**A:** Yes, for general eigenvalues \(a\) and \(b\). Let \(u\) and \(v\) be orthogonal eigenvectors of equal nonzero norm. The code leaves \(y=u+v\) unnormalised; for unit \(u\) and \(v\) the normalised vector is \((u+v)/\sqrt2\), and the Ritz value is the same:
\[
\frac{\langle y,Ty\rangle}{\langle y,y\rangle}=\frac{a+b}{2}.
\]
The proof shows that the residual is \(\tfrac{b-a}{2}(v-u)\), which is orthogonal to \(u+v\). If \(a<b\), the value sits in the middle of the interval.

```lean
/-- For the sum of two orthogonal nonzero eigenvectors of equal norm, with eigenvalues `a` and
`b`, the ordinary Ritz condition holds at the midpoint `(a + b) / 2`. -/
theorem ordinary_ritz_value_midpoint {T : E →ₗ[ℂ] E} {a b : ℝ} {u v : E}
    (hu : T u = (a : ℂ) • u) (hv : T v = (b : ℂ) • v) (hu0 : u ≠ 0)
    (huv : ⟪u, v⟫_ℂ = 0) (hnorm : ‖v‖ = ‖u‖) :
    u + v ≠ 0 ∧ ⟪u + v, T (u + v) - (((a + b) / 2 : ℝ) : ℂ) • (u + v)⟫_ℂ = 0 := by
  have hvu : ⟪v, u⟫_ℂ = 0 := inner_eq_zero_symm.1 huv
  have hvv : ⟪v, v⟫_ℂ = ⟪u, u⟫_ℂ := by
    rw [inner_self_eq_norm_sq_to_K, inner_self_eq_norm_sq_to_K, hnorm]
  constructor
  · intro h0
    have h1 : ⟪u, u + v⟫_ℂ = 0 := by rw [h0, inner_zero_right]
    rw [inner_add_right, huv, add_zero] at h1
    exact hu0 (inner_self_eq_zero.1 h1)
  · -- the residual is proportional to `v - u`
    have e : T (u + v) - (((a + b) / 2 : ℝ) : ℂ) • (u + v)
        = (((b - a) / 2 : ℝ) : ℂ) • (v - u) := by
      rw [map_add, hu, hv]
      push_cast
      module
    rw [e]
    simp only [inner_smul_right, inner_add_left, inner_sub_right, huv, hvu, hvv]
    ring
```

**Q:** And the harmonic value of the same vector?

**A:** With target zero and \(a+b\neq0\), orthogonality of \(u\) and \(v\) gives
\[
\theta=\frac{\|Ty\|^2}{\langle Ty,y\rangle}=\frac{a^2+b^2}{a+b}.
\]
The Lean proof names this quotient `q`, expands the inner products, and uses \(q(a+b)=a^2+b^2\). Your numbers give \(10/2=5\).

```lean
/-- For the sum of two orthogonal eigenvectors of equal norm, with eigenvalues `a` and `b` and
`a + b ≠ 0`, the harmonic condition with target zero holds at `(a² + b²) / (a + b)`. -/
theorem harmonic_value_of_sum {T : E →ₗ[ℂ] E} {a b : ℝ} (hab : a + b ≠ 0) {u v : E}
    (hu : T u = (a : ℂ) • u) (hv : T v = (b : ℂ) • v)
    (huv : ⟪u, v⟫_ℂ = 0) (hnorm : ‖v‖ = ‖u‖) :
    ⟪T (u + v), T (u + v) - (((a ^ 2 + b ^ 2) / (a + b) : ℝ) : ℂ) • (u + v)⟫_ℂ = 0 := by
  have hvu : ⟪v, u⟫_ℂ = 0 := inner_eq_zero_symm.1 huv
  have hvv : ⟪v, v⟫_ℂ = ⟪u, u⟫_ℂ := by
    rw [inner_self_eq_norm_sq_to_K, inner_self_eq_norm_sq_to_K, hnorm]
  have hq := div_mul_cancel₀ (a ^ 2 + b ^ 2) hab
  generalize (a ^ 2 + b ^ 2) / (a + b) = q at hq ⊢
  have hqC : (q : ℂ) * ((a : ℂ) + b) = (a : ℂ) ^ 2 + (b : ℂ) ^ 2 := by exact_mod_cast hq
  simp only [map_add, hu, hv, smul_add, inner_add_left, inner_add_right, inner_sub_right,
    inner_smul_left, inner_smul_right, Complex.conj_ofReal, huv, hvu, hvv]
  linear_combination (-⟪u, u⟫_ℂ) * hqC

end HarmonicRitz
```

```lean
#print axioms HarmonicRitz.harmonic_value_avoids_gap
#print axioms HarmonicRitz.IsHarmonicRitzPair.avoids_gap
#print axioms HarmonicRitz.ordinary_ritz_value_midpoint
#print axioms HarmonicRitz.harmonic_value_of_sum
```

```
'HarmonicRitz.harmonic_value_avoids_gap' depends on axioms: [propext, Classical.choice, Quot.sound]
'HarmonicRitz.IsHarmonicRitzPair.avoids_gap' depends on axioms: [propext, Classical.choice, Quot.sound]
'HarmonicRitz.ordinary_ritz_value_midpoint' depends on axioms: [propext, Classical.choice, Quot.sound]
'HarmonicRitz.harmonic_value_of_sum' depends on axioms: [propext, Classical.choice, Quot.sound]
```

**Q:** But \(5\) is not an eigenvalue either. It even lies above the whole spectrum.

**A:** Right. The result excludes one interval and says nothing about accuracy, so a value outside the gap still needs its residual checked.

**Q:** Then what does it buy me in an electronic-structure calculation?

**A:** Suppose you look for orbitals near the gap of a fixed, finite Hermitian Hamiltonian matrix in an orthonormal basis, with the target inside the gap. A harmonic Ritz value that satisfies its orthogonality condition exactly cannot then pose as an in-gap eigenvalue, however poor the trial space. This holds for \(\theta\) itself, not for the Rayleigh quotient of the vector \(y\) that comes with it: in your example that quotient is still \(1\). Rounding errors, and a Hamiltonian that changes during a self-consistency cycle, would need separate analysis.
